# Rank-four tensors invariant under signed permutations of three axes: three constants symmetric and one antisymmetric in the first index pair

Q: What is a simple example of cubic symmetry reducing the number of constants?

A: Take two indices, $c_{ij}$. Reversing axis 0 sends $c_{01}$ to $-c_{01}$, so invariance gives $c_{01}=0$, and likewise for every off-diagonal component. Permuting the axes gives $c_{00}=c_{11}=c_{22}$. Hence $c_{ij}=c_{00}\,\delta_{ij}$, where $\delta_{ij}$ is 1 for equal axes and 0 otherwise. Four indices work the same way: reflections remove components, and permutations identify the survivors.

Q: Which objects appear with four indices?

A: A `Tensor4` is a real array $c_{ijlm}$ with axes numbered 0, 1, 2. Here it holds the coefficients of $k_ik_jJ_lJ_m$ in a valence-band Hamiltonian, where $k$ is the wave vector (the kinetic one in a magnetic field) and $J$ the angular momentum in units of $\hbar$. The candidates are $\delta_{ij}\delta_{lm}$, $\delta_{il}\delta_{jm}$, $\delta_{im}\delta_{jl}$ and $\delta_{ijlm}$, the last being 1 only when all four axes coincide.

In Lean 4 with Mathlib:

```lean
import Mathlib

open Module

namespace LuttingerInvariants

noncomputable section

/-- Real rank-four tensors `c_ijlm` on three Cartesian axes. -/
abbrev Tensor4 := Fin 3 → Fin 3 → Fin 3 → Fin 3 → ℝ

/-- The Kronecker delta of two axes. -/
def δ (i j : Fin 3) : ℝ := if i = j then 1 else 0

/-- The tensor `δ_ij δ_lm`. -/
def dIJ : Tensor4 := fun i j l m => δ i j * δ l m

/-- The tensor `δ_il δ_jm`. -/
def dIL : Tensor4 := fun i j l m => δ i l * δ j m

/-- The tensor `δ_im δ_jl`. -/
def dIM : Tensor4 := fun i j l m => δ i m * δ j l

/-- The tensor `δ_ijlm`, equal to one if all four axes coincide and to zero otherwise. -/
def dAll : Tensor4 := fun i j l m => δ i j * δ j l * δ l m
```

Q: And the symmetry group? $J$ is an axial vector, and zinc blende has no inversion centre.

A: The matrices are $R_{ia}=s_i\,\delta_{a,\sigma(i)}$, with $\sigma$ a permutation and $s_i=\pm1$: the full cubic group, reflections included. In $k_ik_jJ_lJ_m$ the extra factor $\det R$ of an axial vector occurs twice and cancels. Inversion acts trivially on four indices, and together with the full tetrahedral group $T_d$ of zinc blende it generates the full cubic group, so $T_d$ imposes the same conditions. Contracting with four copies of $R$ gives

$$c'_{ijlm}=s_is_js_ls_m\,c_{\sigma(i)\sigma(j)\sigma(l)\sigma(m)},$$

which is `transform_signedPerm`.

```lean
/-- The action of a matrix `R` on a tensor, one factor of `R` for each index. -/
def transform (R : Matrix (Fin 3) (Fin 3) ℝ) (T : Tensor4) : Tensor4 := fun i j l m =>
  ∑ a, R i a * ∑ b, R j b * ∑ c, R l c * ∑ d, R m d * T a b c d

/-- The signed permutation matrix with entry `s i = ±1` in row `i` and column `σ i`. -/
def signedPerm (σ : Equiv.Perm (Fin 3)) (s : Fin 3 → ℤˣ) : Matrix (Fin 3) (Fin 3) ℝ :=
  fun i a => if a = σ i then ((s i : ℤ) : ℝ) else 0

/-- A signed permutation permutes the components of a tensor and multiplies them by signs. -/
theorem transform_signedPerm (σ : Equiv.Perm (Fin 3)) (s : Fin 3 → ℤˣ) (T : Tensor4)
    (i j l m : Fin 3) : transform (signedPerm σ s) T i j l m =
      ((s i : ℤ) : ℝ) * ((s j : ℤ) : ℝ) * ((s l : ℤ) : ℝ) * ((s m : ℤ) : ℝ) *
        T (σ i) (σ j) (σ l) (σ m) := by
  have hR : ∀ (i : Fin 3) (f : Fin 3 → ℝ),
      ∑ a, signedPerm σ s i a * f a = ((s i : ℤ) : ℝ) * f (σ i) := by
    intro i f
    simp [signedPerm]
  simp only [transform, hR]
  ring
```

Q: Where is invariance imposed?

A: On the tensor, as the definition of `cubicInvariants`; it is not derived from invariance of a Hamiltonian. `pairParity ε` adds $c_{jilm}=\varepsilon\,c_{ijlm}$, with $\varepsilon=1$ for the symmetric part and $\varepsilon=-1$ for the antisymmetric one.

```lean
/-- The space of tensors invariant under all signed permutation matrices. -/
def cubicInvariants : Submodule ℝ Tensor4 where
  carrier := {T | ∀ σ s, transform (signedPerm σ s) T = T}
  zero_mem' := by
    intro σ s
    funext i j l m
    simp [transform_signedPerm]
  add_mem' := by
    intro x y hx hy σ s
    funext i j l m
    have h1 := congrFun (congrFun (congrFun (congrFun (hx σ s) i) j) l) m
    have h2 := congrFun (congrFun (congrFun (congrFun (hy σ s) i) j) l) m
    rw [transform_signedPerm] at h1 h2 ⊢
    simp only [Pi.add_apply]
    linear_combination h1 + h2
  smul_mem' := by
    intro r x hx σ s
    funext i j l m
    have h1 := congrFun (congrFun (congrFun (congrFun (hx σ s) i) j) l) m
    rw [transform_signedPerm] at h1 ⊢
    simp only [Pi.smul_apply, smul_eq_mul]
    linear_combination r * h1

/-- The invariant tensors with `c_jilm = ε c_ijlm`: symmetric in the first two indices for
`ε = 1`, antisymmetric for `ε = -1`. -/
def pairParity (ε : ℝ) : Submodule ℝ Tensor4 where
  carrier := {T | T ∈ cubicInvariants ∧ ∀ i j l m, T j i l m = ε * T i j l m}
  zero_mem' := ⟨cubicInvariants.zero_mem, by simp⟩
  add_mem' := fun {x y} hx hy => ⟨cubicInvariants.add_mem hx.1 hy.1, fun i j l m => by
    simp only [Pi.add_apply]
    linear_combination hx.2 i j l m + hy.2 i j l m⟩
  smul_mem' := fun r x hx => ⟨cubicInvariants.smul_mem r hx.1, fun i j l m => by
    simp only [Pi.smul_apply, smul_eq_mul]
    linear_combination r * hx.2 i j l m⟩
```

Q: Are the four candidates really invariant?

A: Yes. A permutation preserves equality of axes, and $s_is_j\delta_{ij}=\delta_{ij}$ because the two signs agree whenever the delta is nonzero. These are `hp` and `hd` in `delta_mem`.

```lean
lemma δ_self (i : Fin 3) : δ i i = 1 := by simp [δ]

lemma δ_ne {i j : Fin 3} (h : i ≠ j) : δ i j = 0 := by simp [δ, h]

lemma δ_comm (i j : Fin 3) : δ i j = δ j i := by simp [δ, eq_comm]

/-- The four delta tensors are invariant under all signed permutations. -/
theorem delta_mem : dIJ ∈ cubicInvariants ∧ dIL ∈ cubicInvariants ∧
    dIM ∈ cubicInvariants ∧ dAll ∈ cubicInvariants := by
  have hp : ∀ (σ : Equiv.Perm (Fin 3)) i j, δ (σ i) (σ j) = δ i j := by
    intro σ i j
    simp [δ]
  -- the two signs attached to one delta cancel
  have hd : ∀ (s : Fin 3 → ℤˣ) i j,
      ((s i : ℤ) : ℝ) * ((s j : ℤ) : ℝ) * δ i j = δ i j := by
    intro s i j
    by_cases h : i = j
    · subst h
      rcases Int.units_eq_one_or (s i) with h | h <;> simp [h]
    · simp [δ_ne h]
  refine ⟨?_, ?_, ?_, ?_⟩ <;> intro σ s <;> funext i j l m <;>
    rw [transform_signedPerm] <;> simp only [dIJ, dIL, dIM, dAll, hp]
  · linear_combination ((s l : ℤ) : ℝ) * ((s m : ℤ) : ℝ) * δ l m * hd s i j + δ i j * hd s l m
  · linear_combination ((s j : ℤ) : ℝ) * ((s m : ℤ) : ℝ) * δ j m * hd s i l + δ i l * hd s j m
  · linear_combination ((s j : ℤ) : ℝ) * ((s l : ℤ) : ℝ) * δ j l * hd s i m + δ i m * hd s j l
  · linear_combination ((s l : ℤ) : ℝ) * ((s m : ℤ) : ℝ) * δ j l * δ l m * hd s i j +
      δ i j * δ j l * hd s l m
```

Q: Why is there nothing else?

A: If some axis occurs an odd number of times, reversing it gives $c=-c$, so the component vanishes (`odd_vanish`). What survives is $c_{iiii}$ and, for $i\neq j$, $c_{iijj}$, $c_{ijij}$ and $c_{ijji}$. A permutation taking 0 to $i$ and 1 to $j$ equates these with $c_{0000}$, $c_{0011}$, $c_{0101}$ and $c_{0110}$ (`perm_eq`). Therefore

$$\begin{aligned}c_{ijlm}={}&c_{0011}\delta_{ij}\delta_{lm}+c_{0101}\delta_{il}\delta_{jm}+c_{0110}\delta_{im}\delta_{jl}\\&+(c_{0000}-c_{0011}-c_{0101}-c_{0110})\,\delta_{ijlm}.\end{aligned}$$

The subtraction is needed because all four deltas equal 1 at $iiii$. The proof of `expansion` runs through these coincidences of axes case by case.

```lean
lemma perm_eq {T : Tensor4} (hT : T ∈ cubicInvariants) (σ : Equiv.Perm (Fin 3))
    (i j l m : Fin 3) : T (σ i) (σ j) (σ l) (σ m) = T i j l m := by
  have h := congrFun (congrFun (congrFun (congrFun (hT σ 1) i) j) l) m
  rw [transform_signedPerm] at h
  simpa using h

/-- The reflection that reverses axis `a` only. -/
def flipAxis (a : Fin 3) : Fin 3 → ℤˣ := fun i => if i = a then -1 else 1

lemma odd_vanish {T : Tensor4} (hT : T ∈ cubicInvariants) (s : Fin 3 → ℤˣ)
    (i j l m : Fin 3) (hs : s i * s j * s l * s m = -1) : T i j l m = 0 := by
  have h := congrFun (congrFun (congrFun (congrFun (hT 1 s) i) j) l) m
  rw [transform_signedPerm] at h
  have hp := congrArg (fun u : ℤˣ => ((u : ℤ) : ℝ)) hs
  simp only [Units.val_mul, Int.cast_mul, Units.val_neg, Units.val_one, Int.cast_neg,
    Int.cast_one] at hp
  rw [hp] at h
  simp only [Equiv.Perm.one_apply] at h
  linarith

/-- An invariant tensor is fixed by its components `0011`, `0101`, `0110` and `0000`. -/
theorem expansion {T : Tensor4} (hT : T ∈ cubicInvariants) :
    T = T 0 0 1 1 • dIJ + T 0 1 0 1 • dIL + T 0 1 1 0 • dIM +
      (T 0 0 0 0 - T 0 0 1 1 - T 0 1 0 1 - T 0 1 1 0) • dAll := by
  have hex : ∀ i j : Fin 3, i ≠ j → ∃ σ : Equiv.Perm (Fin 3), σ 0 = i ∧ σ 1 = j := by
    decide
  funext i j l m
  simp only [Pi.add_apply, Pi.smul_apply, smul_eq_mul, dIJ, dIL, dIM, dAll]
  by_cases hij : i = j
  · subst hij
    by_cases hlm : l = m
    · subst hlm
      by_cases hil : i = l
      · subst hil
        have h : T i i i i = T 0 0 0 0 := by
          simpa using perm_eq hT (Equiv.swap 0 i) 0 0 0 0
        rw [h]
        simp only [δ_self]
        ring
      · obtain ⟨σ, h0, h1⟩ := hex i l hil
        have h := perm_eq hT σ 0 0 1 1
        rw [h0, h1] at h
        rw [h]
        simp only [δ_self, δ_ne hil]
        ring
    · -- axis `l` occurs an odd number of times
      rw [odd_vanish hT (flipAxis l) i i l m
        (by by_cases h : i = l <;> simp [flipAxis, h, Ne.symm hlm])]
      have he : δ i l * δ i m = 0 := by
        by_cases h : i = l
        · subst h
          simp [δ_ne hlm]
        · simp [δ_ne h]
      simp only [δ_self, δ_ne hlm]
      linear_combination -(T 0 1 0 1 + T 0 1 1 0) * he
  · by_cases hil : i = l
    · subst hil
      by_cases hjm : j = m
      · subst hjm
        obtain ⟨σ, h0, h1⟩ := hex i j hij
        have h := perm_eq hT σ 0 1 0 1
        rw [h0, h1] at h
        rw [h]
        simp only [δ_self, δ_ne hij]
        ring
      · rw [odd_vanish hT (flipAxis j) i j i m (by simp [flipAxis, hij, Ne.symm hjm])]
        simp [δ_ne hij, δ_ne hjm, δ_ne (Ne.symm hij)]
    · by_cases him : i = m
      · subst him
        by_cases hjl : j = l
        · subst hjl
          obtain ⟨σ, h0, h1⟩ := hex i j hij
          have h := perm_eq hT σ 0 1 1 0
          rw [h0, h1] at h
          rw [h]
          simp only [δ_self, δ_ne hij]
          ring
        · rw [odd_vanish hT (flipAxis j) i j l i (by simp [flipAxis, hij, Ne.symm hjl])]
          simp [δ_ne hij, δ_ne hil, δ_ne hjl]
      · rw [odd_vanish hT (flipAxis i) i j l m
          (by simp [flipAxis, Ne.symm hij, Ne.symm hil, Ne.symm him])]
        simp [δ_ne hij, δ_ne hil, δ_ne him]
```

Q: Could the four still be dependent?

A: No. Set a combination of them to zero and read it at 0011, 0101 and 0110: the first three coefficients vanish. Component 0000 then removes the fourth. With the expansion, this makes them a basis.

```lean
/-- The tensors `δ_ij δ_lm`, `δ_il δ_jm`, `δ_im δ_jl` and `δ_ijlm` are linearly independent
and span the space of invariant tensors. -/
theorem invariant_basis : LinearIndependent ℝ ![dIJ, dIL, dIM, dAll] ∧
    Submodule.span ℝ (Set.range ![dIJ, dIL, dIM, dAll]) = cubicInvariants := by
  constructor
  · rw [Fintype.linearIndependent_iff]
    intro g h
    rw [Fin.sum_univ_four] at h
    have h0 : g 0 = 0 := by
      simpa [dIJ, dIL, dIM, dAll, δ] using congrFun (congrFun (congrFun (congrFun h 0) 0) 1) 1
    have h1 : g 1 = 0 := by
      simpa [dIJ, dIL, dIM, dAll, δ] using congrFun (congrFun (congrFun (congrFun h 0) 1) 0) 1
    have h2 : g 2 = 0 := by
      simpa [dIJ, dIL, dIM, dAll, δ] using congrFun (congrFun (congrFun (congrFun h 0) 1) 1) 0
    have h3 : g 3 = 0 := by
      simpa [dIJ, dIL, dIM, dAll, δ, h0, h1, h2] using
        congrFun (congrFun (congrFun (congrFun h 0) 0) 0) 0
    intro i
    fin_cases i
    exacts [h0, h1, h2, h3]
  · apply le_antisymm
    · rw [Submodule.span_le]
      rintro _ ⟨i, rfl⟩
      fin_cases i
      exacts [delta_mem.1, delta_mem.2.1, delta_mem.2.2.1, delta_mem.2.2.2]
    · intro T hT
      rw [Submodule.mem_span_range_iff_exists_fun]
      refine ⟨![T 0 0 1 1, T 0 1 0 1, T 0 1 1 0,
        T 0 0 0 0 - T 0 0 1 1 - T 0 1 0 1 - T 0 1 1 0], ?_⟩
      rw [Fin.sum_univ_four]
      exact (expansion hT).symm
```

Q: How does exchange of $i$ and $j$ split this space?

A: Swapping axes 0 and 1 gives $c_{0110}=c_{1001}$, and parity gives $c_{1001}=\varepsilon\,c_{0101}$. For $\varepsilon=1$ three numbers remain free, and the second and third deltas enter only as their sum. For $\varepsilon=-1$, parity also forces $c_{0000}=c_{0011}=0$, leaving $c_{0101}(\delta_{il}\delta_{jm}-\delta_{im}\delta_{jl})$.

```lean
lemma parity_component {ε : ℝ} {T : Tensor4} (hT : T ∈ pairParity ε) :
    T 0 1 1 0 = ε * T 0 1 0 1 := by
  have h : T 1 0 0 1 = T 0 1 1 0 := by
    simpa using perm_eq hT.1 (Equiv.swap 0 1) 0 1 1 0
  rw [← h]
  exact hT.2 0 1 0 1

lemma symmetric_expansion {T : Tensor4} (hT : T ∈ pairParity 1) :
    T = T 0 0 1 1 • dIJ + T 0 1 0 1 • (dIL + dIM) +
      (T 0 0 0 0 - T 0 0 1 1 - 2 * T 0 1 0 1) • dAll := by
  refine (expansion hT.1).trans ?_
  rw [parity_component hT]
  module

lemma antisymmetric_expansion {T : Tensor4} (hT : T ∈ pairParity (-1)) :
    T = T 0 1 0 1 • (dIL - dIM) := by
  have h0 : T 0 0 0 0 = 0 := by linarith [hT.2 0 0 0 0]
  have h1 : T 0 0 1 1 = 0 := by linarith [hT.2 0 0 1 1]
  refine (expansion hT.1).trans ?_
  rw [parity_component hT, h0, h1]
  module
```

The next theorems show that these tensors lie in the two subspaces and are independent, then count them: dimensions 4, 3 and 1.

```lean
/-- The tensors `δ_ij δ_lm`, `δ_il δ_jm + δ_im δ_jl` and `δ_ijlm` are linearly independent
and span the invariant tensors symmetric in `i, j`. -/
theorem symmetric_basis : LinearIndependent ℝ ![dIJ, dIL + dIM, dAll] ∧
    Submodule.span ℝ (Set.range ![dIJ, dIL + dIM, dAll]) = pairParity 1 := by
  constructor
  · rw [Fintype.linearIndependent_iff]
    intro g h
    rw [Fin.sum_univ_three] at h
    have h0 : g 0 = 0 := by
      simpa [dIJ, dIL, dIM, dAll, δ] using congrFun (congrFun (congrFun (congrFun h 0) 0) 1) 1
    have h1 : g 1 = 0 := by
      simpa [dIJ, dIL, dIM, dAll, δ] using congrFun (congrFun (congrFun (congrFun h 0) 1) 0) 1
    have h2 : g 2 = 0 := by
      simpa [dIJ, dIL, dIM, dAll, δ, h0, h1] using
        congrFun (congrFun (congrFun (congrFun h 0) 0) 0) 0
    intro i
    fin_cases i
    exacts [h0, h1, h2]
  · apply le_antisymm
    · rw [Submodule.span_le]
      rintro _ ⟨i, rfl⟩
      fin_cases i
      · refine ⟨delta_mem.1, fun i j l m => ?_⟩
        simp [dIJ, δ_comm j i]
      · refine ⟨cubicInvariants.add_mem delta_mem.2.1 delta_mem.2.2.1, fun i j l m => ?_⟩
        change δ j l * δ i m + δ j m * δ i l = 1 * (δ i l * δ j m + δ i m * δ j l)
        ring
      · refine ⟨delta_mem.2.2.2, fun i j l m => ?_⟩
        change δ j i * δ i l * δ l m = 1 * (δ i j * δ j l * δ l m)
        by_cases h : i = j
        · subst h
          ring
        · simp [δ_ne h, δ_ne (Ne.symm h)]
    · intro T hT
      rw [Submodule.mem_span_range_iff_exists_fun]
      refine ⟨![T 0 0 1 1, T 0 1 0 1, T 0 0 0 0 - T 0 0 1 1 - 2 * T 0 1 0 1], ?_⟩
      rw [Fin.sum_univ_three]
      exact (symmetric_expansion hT).symm

/-- The nonzero tensor `δ_il δ_jm - δ_im δ_jl` spans the invariant tensors antisymmetric
in `i, j`. -/
theorem antisymmetric_basis : dIL - dIM ≠ 0 ∧
    Submodule.span ℝ {dIL - dIM} = pairParity (-1) := by
  constructor
  · intro h
    have h1 := congrFun (congrFun (congrFun (congrFun h 0) 1) 0) 1
    simp [dIL, dIM, δ] at h1
  · apply le_antisymm
    · rw [Submodule.span_le, Set.singleton_subset_iff]
      refine ⟨cubicInvariants.sub_mem delta_mem.2.1 delta_mem.2.2.1, fun i j l m => ?_⟩
      change δ j l * δ i m - δ j m * δ i l = -1 * (δ i l * δ j m - δ i m * δ j l)
      ring
    · intro T hT
      exact Submodule.mem_span_singleton.2 ⟨T 0 1 0 1, (antisymmetric_expansion hT).symm⟩

/-- The invariant tensors have dimension four, those symmetric in `i, j` dimension three,
and those antisymmetric in `i, j` dimension one. -/
theorem dimensions : finrank ℝ cubicInvariants = 4 ∧ finrank ℝ (pairParity 1) = 3 ∧
    finrank ℝ (pairParity (-1)) = 1 := by
  refine ⟨?_, ?_, ?_⟩
  · rw [← invariant_basis.2, finrank_span_eq_card invariant_basis.1, Fintype.card_fin]
  · rw [← symmetric_basis.2, finrank_span_eq_card symmetric_basis.1, Fintype.card_fin]
  · rw [← antisymmetric_basis.2, finrank_span_singleton antisymmetric_basis.1]
```

Q: That is tensor algebra. Where is the valence band?

A: In `hamiltonian`, which forms $\sum c_{ijlm}k_ik_jJ_lJ_m$ in any real algebra, with no commutation relations assumed. Inserting the two expansions and carrying out the delta sums gives `luttinger_form` and `kappa_form`.

```lean
/-- The operator `∑ c_ijlm k_i k_j J_l J_m`. -/
def hamiltonian {A : Type*} [Ring A] [Algebra ℝ A] (T : Tensor4) (k J : Fin 3 → A) : A :=
  ∑ i, ∑ j, ∑ l, ∑ m, T i j l m • (k i * k j * J l * J m)

/-- For an invariant tensor symmetric in `i, j` the Hamiltonian is a combination of three
operators, with coefficients read off from the tensor. -/
theorem luttinger_form {A : Type*} [Ring A] [Algebra ℝ A] {T : Tensor4}
    (hT : T ∈ pairParity 1) (k J : Fin 3 → A) :
    hamiltonian T k J = T 0 0 1 1 • ∑ i, ∑ l, k i * k i * J l * J l +
      T 0 1 0 1 • ∑ i, ∑ j, k i * k j * (J i * J j + J j * J i) +
      (T 0 0 0 0 - T 0 0 1 1 - 2 * T 0 1 0 1) • ∑ i, k i * k i * J i * J i := by
  have h : ∀ a b d : ℝ, hamiltonian (a • dIJ + b • (dIL + dIM) + d • dAll) k J =
      a • ∑ i, ∑ l, k i * k i * J l * J l +
      b • ∑ i, ∑ j, k i * k j * (J i * J j + J j * J i) +
      d • ∑ i, k i * k i * J i * J i := by
    intro a b d
    simp [hamiltonian, Fin.sum_univ_three, dIJ, dIL, dIM, dAll, δ, mul_add, ← mul_assoc]
    module
  exact (congrArg (fun S => hamiltonian S k J) (symmetric_expansion hT)).trans (h _ _ _)

/-- For an invariant tensor antisymmetric in `i, j` the Hamiltonian is one constant times
the sum of `k_i k_j [J_i, J_j]`. -/
theorem kappa_form {A : Type*} [Ring A] [Algebra ℝ A] {T : Tensor4}
    (hT : T ∈ pairParity (-1)) (k J : Fin 3 → A) :
    hamiltonian T k J = T 0 1 0 1 • ∑ i, ∑ j, k i * k j * (J i * J j - J j * J i) := by
  have h : ∀ b : ℝ, hamiltonian (b • (dIL - dIM)) k J =
      b • ∑ i, ∑ j, k i * k j * (J i * J j - J j * J i) := by
    intro b
    simp [hamiltonian, Fin.sum_univ_three, dIL, dIM, δ, mul_sub, ← mul_assoc]
    module
  exact (congrArg (fun S => hamiltonian S k J) (antisymmetric_expansion hT)).trans (h _)

end

end LuttingerInvariants
```

```lean
#print axioms LuttingerInvariants.dimensions
#print axioms LuttingerInvariants.luttinger_form
#print axioms LuttingerInvariants.kappa_form
```

```
'LuttingerInvariants.dimensions' depends on axioms: [propext, Classical.choice, Quot.sound]
'LuttingerInvariants.luttinger_form' depends on axioms: [propext, Classical.choice, Quot.sound]
'LuttingerInvariants.kappa_form' depends on axioms: [propext, Classical.choice, Quot.sound]
```

Q: Are those three coefficients Luttinger's $\gamma_1,\gamma_2,\gamma_3$?

A: They are linear combinations of them. For commuting $k_i$ and spin 3/2, with hole energies positive and in units of $\hbar^2/2m_0$ ($m_0$ the free-electron mass), comparison with Luttinger's Hamiltonian $(\gamma_1+\tfrac52\gamma_2)k^2-2\gamma_2\sum_ik_i^2J_i^2-2\gamma_3\sum_{i<j}k_ik_j(J_iJ_j+J_jJ_i)$ gives

$$\tfrac{15}{4}c_{0011}=\gamma_1+\tfrac52\gamma_2,\qquad c_{0101}=-\gamma_3,$$
$$c_{0000}-c_{0011}-2c_{0101}=2(\gamma_3-\gamma_2).$$

This identification is ordinary algebra added to the theorems, as is the link between the constant $c_{0101}$ of the antisymmetric part and Luttinger's magnetic parameter $\kappa$: the antisymmetric term $\sum k_ik_j[J_i,J_j]$ vanishes for commuting $k_i$, while in a magnetic field $\mathbf B$ the commutators $[k_i,k_j]$ turn it into a multiple of $\mathbf B\cdot\mathbf J$.

Q: So does every spin have three independent band parameters?

A: No, the count concerns tensors, not operators. For spin 1/2 and commuting $k_i$, all three symmetric operators are multiples of $k^2$. For a valence-band model quadratic in $k$ and bilinear in $J$, with the full cubic symmetry or that of zinc blende, the result limits the constants to be fitted to three plus one; terms linear in $k$ or cubic in $J$ need their own analysis.
